# Noninteracting electrons at fixed number: the ground-state density change, weighted by the potential change, never sums to a positive value

**Q:** Before any claim, tell me what the objects are. What is the space, and what is a state?

**A:** There are finitely many sites, labelled by a finite type `n`. Matrices have entries in `𝕜`, which is $\mathbb R$ or $\mathbb C$, and refer to an orthonormal basis.

In Lean 4 with Mathlib:

```lean
import Mathlib

open Matrix

namespace DensityResponse

noncomputable section

variable {𝕜 n : Type*} [RCLike 𝕜] [Fintype n]
```

A state of $q$ noninteracting electrons is here a single Slater determinant, described by the orthogonal projector $P$ onto its occupied orbitals, so $P^\dagger=P$, $P^2=P$ and $\operatorname{tr}P=q$.

```lean
/-- A state of `q` noninteracting electrons: an orthogonal projector of trace `q`
onto the occupied orbitals. -/
structure IsProjector (q : ℕ) (P : Matrix n n 𝕜) : Prop where
  herm : P.IsHermitian
  idem : P * P = P
  trace_eq : P.trace = (q : 𝕜)
```

**Q:** You fix the trace. I would have fixed the rank.

**A:** For a projector they are the same number. Each orbital holds one electron, so for electrons with spin the index should run over spin orbitals. Fractional occupations are excluded by $P^2=P$.

The energy of a state $M$ under a one-electron Hamiltonian $H$ is $E_H(M)=\operatorname{Re}\operatorname{tr}(HM)$:

```lean
/-- The expectation value of `H` in `M`: the real part of the trace of `H * M`. -/
def expval (H M : Matrix n n 𝕜) : ℝ := RCLike.re (H * M).trace
```

A ground state minimises this energy among all projectors with the same $q$:

```lean
/-- `P` is a `q`-electron ground state of `H`: it has the lowest energy among all
`q`-electron projectors. -/
structure IsGroundState (H : Matrix n n 𝕜) (q : ℕ) (P : Matrix n n 𝕜) : Prop where
  proj : IsProjector q P
  minimal : ∀ R : Matrix n n 𝕜, IsProjector q R → expval H P ≤ expval H R
```

The density on site $i$ is $\rho_P(i)=\operatorname{Re}P_{ii}$:

```lean
/-- The electron density on site `i`: the real part of the diagonal entry. -/
def density (P : Matrix n n 𝕜) (i : n) : ℝ := RCLike.re (P i i)
```

**Q:** Why the real part? An energy should be real already.

**A:** It is, when $H$ and $M$ are Hermitian. Then $\overline{\operatorname{tr}(HM)}=\operatorname{tr}\big((HM)^\dagger\big)=\operatorname{tr}(MH)=\operatorname{tr}(HM)$. The next lemma follows exactly these steps, with `Matrix.trace_mul_comm` as the last one.

```lean
/-- For Hermitian `H` and `M` the trace of `H * M` is real and equals the expectation value. -/
theorem expval_eq_trace {H M : Matrix n n 𝕜} (hH : H.IsHermitian) (hM : M.IsHermitian) :
    ((expval H M : ℝ) : 𝕜) = (H * M).trace := by
  unfold expval
  apply RCLike.conj_eq_iff_re.mp
  change star (H * M).trace = (H * M).trace
  rw [← Matrix.trace_conjTranspose, Matrix.conjTranspose_mul, hH.eq, hM.eq]
  exact Matrix.trace_mul_comm M H
```

The later theorems do not ask for Hermitian Hamiltonians, but that is the physical case. There $A-B$ and $P-Q$ are Hermitian too, so the lemma turns a bound on the real part into a bound on the whole trace.

**Q:** Now the physics. Derive the sign for me without any code.

**A:** Let $P$ be a $q$-electron ground state of $A$, and $Q$ one of $B$. Expand the product and regroup:

$$
\begin{aligned}
E_{A-B}(P-Q)&=E_A(P)-E_A(Q)-E_B(P)+E_B(Q)\\
&=\big[E_A(P)-E_A(Q)\big]+\big[E_B(Q)-E_B(P)\big].
\end{aligned}
$$

$Q$ is a trial state for $A$, so the first bracket is at most zero. $P$ is a trial state for $B$, so the second is too. Hence $E_{A-B}(P-Q)\le 0$.

If the sum is zero, both brackets vanish. Then $E_B(P)=E_B(Q)$ is the minimum for $B$, so $P$ is also a ground state of $B$; likewise $Q$ is one of $A$. Conversely, if both ground states are shared, both brackets vanish.

For $A=B+W$ with $W=\operatorname{diag}(w)$ and real $w_i$, only diagonal entries survive:

$$
E_W(P-Q)=\sum_i w_i\big(\rho_P(i)-\rho_Q(i)\big)\le 0 .
$$

**Q:** And the formal proof does the same thing?

**A:** Yes. First comes the regrouping, by linearity of the trace and `ring`:

```lean
/-- For any matrices, `expval (A - B) (P - Q)` splits into two differences of `expval`, one for `A`
and one for `B`. -/
theorem response_split (A B P Q : Matrix n n 𝕜) :
    expval (A - B) (P - Q) =
      (expval A P - expval A Q) + (expval B Q - expval B P) := by
  simp only [expval, sub_mul, mul_sub, Matrix.trace_sub, map_sub]
  ring
```

Then the inequality. Here `h1` and `h2` are the two variational comparisons, and `linarith` adds them:

```lean
/-- If `P` and `Q` are `q`-electron ground states of `A` and `B`, the change of the
Hamiltonian paired with the change of the state is never positive. -/
theorem response_nonpos {A B P Q : Matrix n n 𝕜} {q : ℕ}
    (hP : IsGroundState A q P) (hQ : IsGroundState B q Q) :
    expval (A - B) (P - Q) ≤ 0 := by
  -- each state is a trial state for the other Hamiltonian
  have h1 := hP.minimal Q hQ.proj
  have h2 := hQ.minimal P hP.proj
  rw [response_split]
  linarith
```

The equality case uses the same two comparisons. In the forward direction, `linarith` shows for every competitor `R` that the other Hamiltonian's minimum is attained:

```lean
/-- For `q`-electron ground states `P` of `A` and `Q` of `B`, with the same `q`,
`expval (A - B) (P - Q)` vanishes exactly when each is also a `q`-electron ground state of the other
Hamiltonian. -/
theorem response_eq_zero_iff {A B P Q : Matrix n n 𝕜} {q : ℕ}
    (hP : IsGroundState A q P) (hQ : IsGroundState B q Q) :
    expval (A - B) (P - Q) = 0 ↔ IsGroundState B q P ∧ IsGroundState A q Q := by
  have h1 := hP.minimal Q hQ.proj
  have h2 := hQ.minimal P hP.proj
  rw [response_split]
  constructor
  · intro h
    -- two nonpositive differences with sum zero both vanish
    exact ⟨⟨hP.proj, fun R hR => by linarith [hQ.minimal R hR]⟩,
      ⟨hQ.proj, fun R hR => by linarith [hP.minimal R hR]⟩⟩
  · rintro ⟨hPB, hQA⟩
    linarith [hPB.minimal Q hQ.proj, hQA.minimal P hP.proj]
```

**Q:** You never assumed a gap. What if the ground level is degenerate?

**A:** Then `P` and `Q` may be any of the minimisers, and the statements hold for each choice. Ground states enter as hypotheses; the general theorems do not construct them.

**Q:** So far this is about matrices. Where does the local potential come in?

**A:** As a real diagonal matrix, followed by the identity that reduces the trace to densities:

```lean
variable [DecidableEq n]

/-- The local potential with the real value `w i` on site `i`, as a diagonal matrix. -/
def potential (w : n → ℝ) : Matrix n n 𝕜 := Matrix.diagonal fun i => (w i : 𝕜)

/-- A local potential paired with a change of state sees only the change of the density. -/
theorem expval_potential (w : n → ℝ) (P Q : Matrix n n 𝕜) :
    expval (potential w) (P - Q) = ∑ i, w i * (density P i - density Q i) := by
  simp only [expval, potential, density, Matrix.trace, Matrix.diag_apply,
    Matrix.diagonal_mul, Matrix.sub_apply, map_sum, RCLike.re_ofReal_mul, map_sub]
```

Substituting $A=B+W$ into the general inequality gives the density statement. The proof cancels `B` and rewrites the trace:

```lean
/-- When a local potential `w` is added to `B` at fixed electron number `q`, the ground-state
density change weighted by `w` sums to a nonpositive number. -/
theorem density_response_nonpos {B P Q : Matrix n n 𝕜} {q : ℕ} (w : n → ℝ)
    (hP : IsGroundState (B + potential w) q P) (hQ : IsGroundState B q Q) :
    ∑ i, w i * (density P i - density Q i) ≤ 0 := by
  have h := response_nonpos hP hQ
  rwa [add_sub_cancel_left, expval_potential] at h
```

**Q:** Then electrons leave every site where the potential goes up?

**A:** No, only on balance, weighted by $w$. If one site is raised slightly and another strongly, the first can gain density. What does hold site by site is the case where a single site $k$ is raised by $v>0$. The sum is then $v\,(\rho_P(k)-\rho_Q(k))\le0$, and dividing by $v$ gives $\rho_P(k)\le\rho_Q(k)$. The code reaches this by contradiction, since an increase would make the product positive.

```lean
/-- At fixed electron number `q`, raising the potential on a single site `k` by `v > 0` cannot
increase the ground-state density on that site. -/
theorem density_le_of_raised_site {B P Q : Matrix n n 𝕜} {q : ℕ} (k : n) {v : ℝ}
    (hv : 0 < v)
    (hP : IsGroundState (B + potential fun i => if i = k then v else 0) q P)
    (hQ : IsGroundState B q Q) : density P k ≤ density Q k := by
  have h := density_response_nonpos _ hP hQ
  simp only [ite_mul, zero_mul, Finset.sum_ite_eq', Finset.mem_univ, if_true] at h
  by_contra hlt
  have hpos : 0 < density P k - density Q k := by linarith [not_le.mp hlt]
  linarith [mul_pos hv hpos]
```

**Q:** If the densities agree, have I recovered the potential, as in the Hohenberg–Kohn theorem?

**A:** You have recovered less. Equal densities make the weighted sum zero, so the equality case says that each projector is a ground state of both Hamiltonians:

```lean
/-- If ground states of two Hamiltonians that differ by a local potential have the same
density, each of them is a ground state of both Hamiltonians. -/
theorem shared_ground_states_of_density_eq {B P Q : Matrix n n 𝕜} {q : ℕ} (w : n → ℝ)
    (hP : IsGroundState (B + potential w) q P) (hQ : IsGroundState B q Q)
    (hd : ∀ i, density P i = density Q i) :
    IsGroundState B q P ∧ IsGroundState (B + potential w) q Q := by
  apply (response_eq_zero_iff hP hQ).mp
  rw [add_sub_cancel_left, expval_potential]
  simp [hd]
```

It does not follow that $w$ is constant. Take two sites without hopping, one electron, and $B=\operatorname{diag}(0,1)$. Raising the upper site further changes neither the ground state nor its density, yet $w=(0,1)$ is not constant.

**Q:** Show me the smallest cases, so that I know nothing odd happens there.

**A:** With a single site, $q$ is 0 or 1 and there is only one projector for each, so the response is zero. The same happens on any number of sites when they are all empty or all full. A uniform shift $w_i=c$ also gives zero, because $c\sum_i(\rho_P(i)-\rho_Q(i))=c(q-q)=0$. The first case with room for a real response is one electron on two sites.

**Q:** Work that one with numbers.

**A:** Number the sites 0 and 1, as the code does, and take

$$
B=\begin{pmatrix}0&-1\\-1&0\end{pmatrix},\quad
Q=\begin{pmatrix}\tfrac12&\tfrac12\\\tfrac12&\tfrac12\end{pmatrix},\quad
A=\begin{pmatrix}-\tfrac32&-1\\-1&0\end{pmatrix},\quad
P=\begin{pmatrix}\tfrac45&\tfrac25\\\tfrac25&\tfrac15\end{pmatrix}.
$$

Thus $w=(-\tfrac32,0)$: site 0 is lowered. Its density rises from $\tfrac12$ to $\tfrac45$, and the weighted sum is $-\tfrac32\cdot\tfrac3{10}=-\tfrac9{20}$. The energy differences agree:

$$
E_A(P)-E_A(Q)=-2+\tfrac74=-\tfrac14,\qquad
E_B(Q)-E_B(P)=-1+\tfrac45=-\tfrac15 .
$$

Adding 2 to both entries of $w$ changes no ground state. Now both sites are raised, by $\tfrac12$ and $2$, and site 0 still gains density. That is the "on balance" from before.

**Q:** How do I know that these really are ground states?

**A:** Write a real one-electron projector as $R=\begin{pmatrix}a&b\\b&d\end{pmatrix}$. Then $R^2=R$ and $\operatorname{tr}R=1$ give $a^2+b^2=a$, $b^2+d^2=d$ and $a+d=1$. Expanding squares with these relations,

$$
\begin{aligned}
E_B(R)+1&=1-2b=(a-b)^2+(b-d)^2\ge0,\\
E_A(R)+2&=2-\tfrac32a-2b=\tfrac12\big[(a-2b)^2+(b-2d)^2\big]\ge0 .
\end{aligned}
$$

The bounds $-1$ and $-2$ are the energies of $Q$ and $P$. In the code, `e` writes out the energy, `key` extracts the relations between the entries, and `nlinarith` receives these same squares. The remaining goals check that the two matrices are projectors of trace one.

```lean
/-- One electron on two sites with hopping `-1`: explicit ground states without a potential
difference and with the first site lowered by `3/2`. -/
theorem two_site_witness :
    IsGroundState (!![0, -1; -1, 0] : Matrix (Fin 2) (Fin 2) ℝ) 1
      !![1/2, 1/2; 1/2, 1/2] ∧
    IsGroundState (!![-3/2, -1; -1, 0] : Matrix (Fin 2) (Fin 2) ℝ) 1
      !![4/5, 2/5; 2/5, 1/5] := by
  have e : ∀ H M : Matrix (Fin 2) (Fin 2) ℝ, expval H M =
      H 0 0 * M 0 0 + H 0 1 * M 1 0 + H 1 0 * M 0 1 + H 1 1 * M 1 1 := by
    intro H M
    simp only [expval, Matrix.trace_fin_two, Matrix.mul_apply, Fin.sum_univ_two,
      RCLike.re_to_real]
    ring
  -- the entries of an arbitrary one-electron projector
  have key : ∀ R : Matrix (Fin 2) (Fin 2) ℝ, IsProjector 1 R →
      R 1 0 = R 0 1 ∧ R 0 0 * R 0 0 + R 0 1 * R 0 1 = R 0 0 ∧
      R 0 0 * R 0 1 + R 0 1 * R 1 1 = R 0 1 ∧
      R 0 1 * R 0 1 + R 1 1 * R 1 1 = R 1 1 ∧ R 0 0 + R 1 1 = 1 := by
    intro R hR
    have h10 : R 1 0 = R 0 1 := by simpa using hR.herm.apply 0 1
    have h00 := congrArg (fun M => M 0 0) hR.idem
    have h01 := congrArg (fun M => M 0 1) hR.idem
    have h11 := congrArg (fun M => M 1 1) hR.idem
    have ht := hR.trace_eq
    simp only [Matrix.mul_apply, Fin.sum_univ_two, h10] at h00 h01 h11
    rw [Matrix.trace_fin_two, Nat.cast_one] at ht
    exact ⟨h10, h00, h01, h11, ht⟩
  refine ⟨⟨⟨?_, ?_, ?_⟩, ?_⟩, ⟨⟨?_, ?_, ?_⟩, ?_⟩⟩
  · ext i j
    fin_cases i <;> fin_cases j <;> simp
  · ext i j
    fin_cases i <;> fin_cases j <;> norm_num [Matrix.mul_apply, Fin.sum_univ_two]
  · norm_num [Matrix.trace_fin_two]
  · intro R hR
    obtain ⟨h10, h00, h01, h11, ht⟩ := key R hR
    rw [e, e, h10]
    change (0:ℝ) * (1/2) + (-1) * (1/2) + (-1) * (1/2) + 0 * (1/2) ≤
      0 * R 0 0 + (-1) * R 0 1 + (-1) * R 0 1 + 0 * R 1 1
    -- the energy above the minimum is a sum of squares
    nlinarith [sq_nonneg (R 0 0 - R 0 1), sq_nonneg (R 0 1 - R 1 1)]
  · ext i j
    fin_cases i <;> fin_cases j <;> simp
  · ext i j
    fin_cases i <;> fin_cases j <;> norm_num [Matrix.mul_apply, Fin.sum_univ_two]
  · norm_num [Matrix.trace_fin_two]
  · intro R hR
    obtain ⟨h10, h00, h01, h11, ht⟩ := key R hR
    rw [e, e, h10]
    change (-3/2:ℝ) * (4/5) + (-1) * (2/5) + (-1) * (2/5) + 0 * (1/5) ≤
      (-3/2) * R 0 0 + (-1) * R 0 1 + (-1) * R 0 1 + 0 * R 1 1
    nlinarith [sq_nonneg (R 0 0 - 2 * R 0 1), sq_nonneg (R 0 1 - 2 * R 1 1)]

end

end DensityResponse
```

**Q:** Last doubt: where may I use this, and where not?

**A:** For noninteracting electrons in a finite orthonormal basis, at fixed $q$ and with integer occupations, it gives a sign check on computed changes of the ground-state density, including the step in a Kohn–Sham calculation from a given effective potential to its density. When the change of the potential is not diagonal in that basis, the quantity to check is the full trace $E_{A-B}(P-Q)$, not the sum over diagonal entries. The result says nothing by itself about the self-consistent response to an external potential, where the effective potential changes as well. In that setting $w$ must be the full change of the effective potential.

```lean
#print axioms DensityResponse.expval_eq_trace
#print axioms DensityResponse.density_response_nonpos
#print axioms DensityResponse.density_le_of_raised_site
#print axioms DensityResponse.shared_ground_states_of_density_eq
```

```
'DensityResponse.expval_eq_trace' depends on axioms: [propext, Classical.choice, Quot.sound]
'DensityResponse.density_response_nonpos' depends on axioms: [propext, Classical.choice, Quot.sound]
'DensityResponse.density_le_of_raised_site' depends on axioms: [propext, Classical.choice, Quot.sound]
'DensityResponse.shared_ground_states_of_density_eq' depends on axioms: [propext, Classical.choice, Quot.sound]
```
